# Band sticking from an abelian group: $|A|\le d^2$ for every level when each non-identity operator has a noncommuting partner

Let $A$ be a finite abelian group and let $D_g$, $g\in A$, be unitary $n\times n$ matrices with $n\ge1$, where $D_gD_h$ is always a scalar multiple of $D_{g+h}$. If every $D_g$ with $g\neq0$ fails to commute with some $D_h$, the matrices are linearly independent, so $|A|\le n^2$. I would use this to argue that bands must stick together: each level of a Hamiltonian that commutes with every $D_g$ should have a degeneracy $d$ with $|A|\le d^2$. Can both claims be made rigorous and machine-checked?

## Vanishing traces force the degeneracy

Yes, both are proved in the Lean file below. By hand, write $D_gD_h=c(g,h)D_{g+h}$. The left side is invertible, so $c(g,h)\neq0$. Since $g+h=h+g$,
$$D_hD_g=\omega\,D_gD_h,\qquad \omega=c(h,g)/c(g,h).$$

For $g\neq0$ choose $h$ with $D_gD_h\neq D_hD_g$, so that $\omega\neq1$. Cyclicity of the trace gives
$$\operatorname{tr}D_g=\operatorname{tr}(D_hD_gD_h^{-1})=\omega\operatorname{tr}D_g,$$
hence $\operatorname{tr}D_g=0$.

For the identity, $D_0D_0=c(0,0)D_0$ gives $D_0=c(0,0)\mathbb 1$. Now suppose $\sum_g a_gD_g=0$. Multiply by $D_{-k}$ on the right and take the trace. Every term with $g\neq k$ vanishes, which leaves
$$a_k\,c(k,-k)\,c(0,0)\,n=0,$$
so $a_k=0$. The $|A|$ independent matrices lie in a space of dimension $n^2$, and therefore $|A|\le n^2$.

Let $W\neq0$ be a subspace of dimension $d$ invariant under all $D_g$. The restrictions to $W$ are injective, hence invertible, and compose with the same scalars. For non-zero $x\in W$, $D_hD_gx=\omega D_gD_hx$ with $D_gD_hx\neq0$, so a pair with $\omega\neq1$ still fails to commute on $W$. The same argument gives $|A|\le d^2$.

If $H$ commutes with all $D_g$ and $Hx=Ex$, then $HD_gx=D_gHx=E\,D_gx$. Each eigenspace is thus invariant, and the bound applies to it.

## From Bloch states to the Lean hypotheses

The group `A` is written additively, the matrix size is `Fintype.card n`, and `[Nonempty n]` says $n\ge1$. `ComposesUpToScalar` and `HasNoncommutingPartners` are the two conditions on $D$. Physically, leave spin aside and take two space-group operations that preserve the wave vector $\mathbf q$ up to a reciprocal-lattice vector. Applied in opposite orders, they can give results that differ by a lattice translation $\mathbf t$, which acts on Bloch states of wave vector $\mathbf q$ as a phase $e^{-i\mathbf q\cdot\mathbf t}$. Let the labels in $A$ be such operations counted modulo lattice translations. The two labels then commute, but where the phase is not 1 the operators don't. The file assumes both conditions and does not derive them from a particular space group.

In `card_le_degeneracy_sq`, `hH` states the symmetry of $H$, `HasEigenvalue` says that the level exists, and `finrank` of the eigenspace is its degeneracy. $H$ need not be Hermitian, and $E$ may be complex. Sticking caused by time reversal or by a nonabelian group of labels is not treated.

Suppose the hypotheses hold at $\mathbf q$ for a label group of order four, identity included. Then every level of a finite, non-interacting Bloch Hamiltonian there is at least doubly degenerate. If all eigenvalues are computed and a single one is separated from the rest by more than the numerical error of the diagonalisation can explain, the matrices violate a hypothesis. When only the lowest eigenvalues are computed, the highest of them may stand alone merely because its partner was left out.

```lean
import Mathlib

open Matrix

namespace BandSticking

noncomputable section

variable {A : Type*} [AddCommGroup A]
variable {R : Type*} [Ring R] [Algebra ℂ R]
variable {n : Type*} [Fintype n] [DecidableEq n]

/-- The operators `D g` compose like the symmetry operations `g`, up to scalar factors.
The abelian group is written additively. -/
def ComposesUpToScalar (D : A → R) : Prop :=
  ∀ g h, ∃ c : ℂ, D g * D h = c • D (g + h)

/-- Each operation other than the identity fails to commute with some other one,
once both are represented by operators. -/
def HasNoncommutingPartners (D : A → R) : Prop :=
  ∀ g, g ≠ 0 → ∃ h, D g * D h ≠ D h * D g

/-- Invertible operators that are labelled by an abelian group and compose up to scalars also
commute up to a scalar. -/
theorem exists_commutation_factor [Nontrivial R] {D : A → R} (hu : ∀ g, IsUnit (D g))
    (hm : ComposesUpToScalar D) (g h : A) :
    ∃ ω : ℂ, D h * D g = ω • (D g * D h) := by
  obtain ⟨c, hc⟩ := hm g h
  obtain ⟨c', hc'⟩ := hm h g
  have hc0 : c ≠ 0 := by
    intro hz
    exact ((hu g).mul (hu h)).ne_zero (by rw [hc, hz, zero_smul])
  refine ⟨c' / c, ?_⟩
  rw [hc, hc', smul_smul, div_mul_cancel₀ _ hc0, add_comm h g]

/-- If invertible operators labelled by an abelian group compose up to scalars and have noncommuting
partners, any trace `τ` vanishes on the operator of every non-identity element. -/
theorem trace_eq_zero [Nontrivial R] (τ : R →ₗ[ℂ] ℂ) (hτ : ∀ x y, τ (x * y) = τ (y * x))
    {D : A → R} (hu : ∀ g, IsUnit (D g)) (hm : ComposesUpToScalar D)
    (hn : HasNoncommutingPartners D) {g : A} (hg : g ≠ 0) : τ (D g) = 0 := by
  obtain ⟨h, hne⟩ := hn g hg
  obtain ⟨ω, hω⟩ := exists_commutation_factor hu hm g h
  obtain ⟨u, hu'⟩ := hu h
  have hω1 : ω ≠ 1 := fun h1 => hne (by rw [hω, h1, one_smul])
  -- evaluate the trace of the conjugated operator in two ways
  have e1 : τ (D h * D g * ↑u⁻¹) = τ (D g) := by
    rw [hτ, ← hu', Units.inv_mul_cancel_left]
  have e2 : τ (D h * D g * ↑u⁻¹) = ω * τ (D g) := by
    rw [hω, smul_mul_assoc, ← hu', Units.mul_inv_cancel_right, map_smul, smul_eq_mul]
  have e3 : (ω - 1) * τ (D g) = 0 := by linear_combination e1 - e2
  exact (mul_eq_zero.mp e3).resolve_left (sub_ne_zero.mpr hω1)

/-- In an algebra with a trace that is non-zero on the identity, invertible operators that are
labelled by a finite abelian group, compose up to scalars and have noncommuting partners are
linearly independent. -/
theorem linearIndependent_of_trace [Fintype A] (τ : R →ₗ[ℂ] ℂ)
    (hτ : ∀ x y, τ (x * y) = τ (y * x)) (h1 : τ 1 ≠ 0) {D : A → R}
    (hu : ∀ g, IsUnit (D g)) (hm : ComposesUpToScalar D)
    (hn : HasNoncommutingPartners D) : LinearIndependent ℂ D := by
  have : Nontrivial R := ⟨1, 0, fun h => h1 (by rw [h, map_zero])⟩
  rw [Fintype.linearIndependent_iff]
  intro a ha k
  -- the identity operation is represented by a multiple of the unit operator
  obtain ⟨e, he⟩ : ∃ e : ℂ, D 0 = e • (1 : R) := by
    obtain ⟨e, he⟩ := hm 0 0
    rw [add_zero] at he
    exact ⟨e, (hu 0).mul_right_cancel (by rw [he, smul_mul_assoc, one_mul])⟩
  have hk : τ (D k * D (-k)) ≠ 0 := by
    obtain ⟨c, hc⟩ := hm k (-k)
    rw [add_neg_cancel, he, smul_smul] at hc
    have hce : c * e ≠ 0 := fun hz =>
      ((hu k).mul (hu (-k))).ne_zero (by rw [hc, hz, zero_smul])
    rw [hc, map_smul, smul_eq_mul]
    exact mul_ne_zero hce h1
  have hoff : ∀ g, g ≠ k → τ (D g * D (-k)) = 0 := by
    intro g hg
    obtain ⟨c, hc⟩ := hm g (-k)
    have hgk : g + -k ≠ 0 := by rwa [← sub_eq_add_neg, sub_ne_zero]
    rw [hc, map_smul, trace_eq_zero τ hτ hu hm hn hgk, smul_zero]
  -- the trace against `D (-k)` isolates the coefficient of `k`
  have hs : ∑ g, a g * τ (D g * D (-k)) = 0 := by
    simpa only [Finset.sum_mul, smul_mul_assoc, map_sum, map_smul, smul_eq_mul, zero_mul,
      map_zero] using congrArg (fun x => τ (x * D (-k))) ha
  rw [Finset.sum_eq_single k (fun g _ hg => by rw [hoff g hg, mul_zero])
    (fun h => absurd (Finset.mem_univ k) h)] at hs
  exact (mul_eq_zero.mp hs).resolve_right hk

/-- Unitary matrices that represent a finite abelian group up to scalars, with a noncommuting
partner for each non-identity element, are linearly independent, and the order of the group
is at most the square of the matrix size. -/
theorem linearIndependent_and_card_le [Fintype A] [Nonempty n] {D : A → Matrix n n ℂ}
    (hU : ∀ g, D g ∈ Matrix.unitaryGroup n ℂ) (hm : ComposesUpToScalar D)
    (hn : HasNoncommutingPartners D) :
    LinearIndependent ℂ D ∧ Fintype.card A ≤ Fintype.card n ^ 2 := by
  have hu : ∀ g, IsUnit (D g) := fun g =>
    ⟨⟨D g, star (D g), Matrix.mem_unitaryGroup_iff.mp (hU g),
      Matrix.mem_unitaryGroup_iff'.mp (hU g)⟩, rfl⟩
  have hli : LinearIndependent ℂ D :=
    linearIndependent_of_trace (Matrix.traceLinearMap n ℂ ℂ)
      (fun x y => Matrix.trace_mul_comm x y) (by simp) hu hm hn
  refine ⟨hli, ?_⟩
  simpa [Module.finrank_matrix, sq] using hli.fintype_card_le_finrank

/-- If injective operators on a non-zero finite-dimensional space are labelled by a finite abelian
group, compose up to scalars and have noncommuting partners, the order of the group is at most the
square of the dimension. -/
theorem card_le_finrank_sq [Fintype A] {V : Type*} [AddCommGroup V] [Module ℂ V]
    [FiniteDimensional ℂ V] [Nontrivial V] {T : A → Module.End ℂ V}
    (hi : ∀ g x, T g x = 0 → x = 0) (hm : ComposesUpToScalar T)
    (hn : HasNoncommutingPartners T) : Fintype.card A ≤ Module.finrank ℂ V ^ 2 := by
  have hu : ∀ g, IsUnit (T g) := fun g =>
    (LinearMap.isUnit_iff_ker_eq_bot _).mpr (LinearMap.ker_eq_bot'.mpr (hi g))
  have h1 : LinearMap.trace ℂ V 1 ≠ 0 := by
    rw [LinearMap.trace_one]
    exact Nat.cast_ne_zero.mpr Module.finrank_pos.ne'
  have hli : LinearIndependent ℂ T :=
    linearIndependent_of_trace (LinearMap.trace ℂ V)
      (fun x y => LinearMap.trace_mul_comm ℂ x y) h1 hu hm hn
  have hdim : Module.finrank ℂ (Module.End ℂ V) = Module.finrank ℂ V * Module.finrank ℂ V :=
    Module.finrank_linearMap ..
  rw [sq, ← hdim]
  exact hli.fintype_card_le_finrank

set_option maxHeartbeats 400000 in
/-- If unitary matrices represent a finite abelian group up to scalars, with a noncommuting partner
for each non-identity element, the order of the group is at most the square of the dimension of any
non-zero subspace that all the matrices leave invariant. -/
theorem card_le_finrank_sq_of_invariant [Fintype A] {D : A → Matrix n n ℂ}
    (hU : ∀ g, D g ∈ Matrix.unitaryGroup n ℂ) (hm : ComposesUpToScalar D)
    (hn : HasNoncommutingPartners D) (W : Submodule ℂ (n → ℂ)) (hW : W ≠ ⊥)
    (hinv : ∀ g, ∀ x ∈ W, D g *ᵥ x ∈ W) :
    Fintype.card A ≤ Module.finrank ℂ W ^ 2 := by
  have : Nontrivial W := Submodule.nontrivial_iff_ne_bot.mpr hW
  let T : A → Module.End ℂ W := fun g => (D g).mulVecLin.restrict (hinv g)
  have hinj : ∀ g (x : n → ℂ), D g *ᵥ x = 0 → x = 0 := by
    intro g x h0
    calc x = star (D g) *ᵥ (D g *ᵥ x) := by
          rw [Matrix.mulVec_mulVec, Matrix.mem_unitaryGroup_iff'.mp (hU g), Matrix.one_mulVec]
      _ = 0 := by rw [h0, Matrix.mulVec_zero]
  have hiT : ∀ g x, T g x = 0 → x = 0 := fun g x hx =>
    Subtype.ext (hinj g x (congrArg Subtype.val hx))
  have hmT : ComposesUpToScalar T := by
    intro g h
    obtain ⟨c, hc⟩ := hm g h
    refine ⟨c, LinearMap.ext fun x => Subtype.ext ?_⟩
    change D g *ᵥ (D h *ᵥ (x : n → ℂ)) = c • (D (g + h) *ᵥ (x : n → ℂ))
    rw [Matrix.mulVec_mulVec, hc, Matrix.smul_mulVec]
  have hnT : HasNoncommutingPartners T := by
    intro g hg
    obtain ⟨h, hne⟩ := hn g hg
    have : Nontrivial (Matrix n n ℂ) := ⟨_, _, hne⟩
    have huD : ∀ g, IsUnit (D g) := fun g =>
      ⟨⟨D g, star (D g), Matrix.mem_unitaryGroup_iff.mp (hU g),
        Matrix.mem_unitaryGroup_iff'.mp (hU g)⟩, rfl⟩
    obtain ⟨ω, hω⟩ := exists_commutation_factor huD hm g h
    refine ⟨h, fun hc => ?_⟩
    -- one non-zero vector of the subspace already reveals the commutation factor
    obtain ⟨x, hx⟩ := exists_ne (0 : W)
    have hc' : D g *ᵥ (D h *ᵥ (x : n → ℂ)) = D h *ᵥ (D g *ᵥ (x : n → ℂ)) :=
      congrArg Subtype.val (LinearMap.congr_fun hc x)
    have hy : D g *ᵥ (D h *ᵥ (x : n → ℂ)) ≠ 0 := fun h0 =>
      hx (Subtype.ext (hinj h _ (hinj g _ h0)))
    have e : D h *ᵥ (D g *ᵥ (x : n → ℂ)) = ω • (D g *ᵥ (D h *ᵥ (x : n → ℂ))) := by
      rw [Matrix.mulVec_mulVec, Matrix.mulVec_mulVec, hω, Matrix.smul_mulVec]
    have hz : (1 - ω) • (D g *ᵥ (D h *ᵥ (x : n → ℂ))) = 0 := by
      rw [sub_smul, one_smul, ← e, hc', sub_self]
    rcases smul_eq_zero.mp hz with h1 | h1
    · exact hne (by rw [hω, ← sub_eq_zero.mp h1, one_smul])
    · exact hy h1
  exact card_le_finrank_sq hiT hmT hnT

/-- Band sticking: let unitary matrices represent a finite abelian group up to scalars, with a
noncommuting partner for each non-identity element. If the matrix `H` commutes with all of them, the
order of the group is at most the square of the degeneracy of each level `E` of `H`. -/
theorem card_le_degeneracy_sq [Fintype A] {D : A → Matrix n n ℂ}
    (hU : ∀ g, D g ∈ Matrix.unitaryGroup n ℂ) (hm : ComposesUpToScalar D)
    (hn : HasNoncommutingPartners D) (H : Matrix n n ℂ) (hH : ∀ g, D g * H = H * D g)
    (E : ℂ) (hE : Module.End.HasEigenvalue H.mulVecLin E) :
    Fintype.card A ≤ Module.finrank ℂ (Module.End.eigenspace H.mulVecLin E) ^ 2 := by
  refine card_le_finrank_sq_of_invariant hU hm hn _ hE fun g x hx => ?_
  have hx' : H *ᵥ x = E • x := Module.End.mem_eigenspace_iff.mp hx
  refine Module.End.mem_eigenspace_iff.mpr ?_
  change H *ᵥ (D g *ᵥ x) = E • (D g *ᵥ x)
  rw [Matrix.mulVec_mulVec, ← hH g, ← Matrix.mulVec_mulVec, hx', Matrix.mulVec_smul]

/-- The unit matrix, the Pauli matrices `Z` and `X`, and the product `X Z`, labelled by
pairs of bits. -/
def pauli (g : ZMod 2 × ZMod 2) : Matrix (Fin 2) (Fin 2) ℂ :=
  if g.1 = 0 then (if g.2 = 0 then !![1, 0; 0, 1] else !![1, 0; 0, -1])
  else (if g.2 = 0 then !![0, 1; 1, 0] else !![0, -1; 1, 0])

/-- The four matrices `pauli g` are unitary, compose up to scalars and have noncommuting partners
for each non-identity label, and the order of their label group equals the square of the matrix
size. -/
theorem pauli_witness :
    (∀ g, pauli g ∈ Matrix.unitaryGroup (Fin 2) ℂ) ∧ ComposesUpToScalar pauli ∧
      HasNoncommutingPartners pauli ∧
      Fintype.card (ZMod 2 × ZMod 2) = Fintype.card (Fin 2) ^ 2 := by
  have bit : ∀ a : ZMod 2, a = 0 ∨ a = 1 := by decide
  have h10 : (1 : ZMod 2) ≠ 0 := by decide
  have h11 : (1 + 1 : ZMod 2) = 0 := by decide
  refine ⟨?_, ?_, ?_, by simp⟩
  · rintro ⟨a, b⟩
    rw [Matrix.mem_unitaryGroup_iff]
    rcases bit a with rfl | rfl <;> rcases bit b with rfl | rfl <;> ext i j <;>
      fin_cases i <;> fin_cases j <;>
      simp [pauli, h10, Matrix.mul_apply, Fin.sum_univ_two, Matrix.star_apply]
  · rintro ⟨a, b⟩ ⟨c, d⟩
    -- a sign appears when `Z` is moved past `X`
    refine ⟨if b = 0 then 1 else if c = 0 then 1 else -1, ?_⟩
    rcases bit a with rfl | rfl <;> rcases bit b with rfl | rfl <;>
      rcases bit c with rfl | rfl <;> rcases bit d with rfl | rfl <;> ext i j <;>
      fin_cases i <;> fin_cases j <;>
      simp [pauli, h10, h11, Matrix.mul_apply, Fin.sum_univ_two]
  · rintro ⟨a, b⟩ hg
    rcases bit a with rfl | rfl <;> rcases bit b with rfl | rfl
    · exact absurd rfl hg
    · refine ⟨(1, 0), fun hc => ?_⟩
      have := congrFun (congrFun hc 0) 1
      norm_num [pauli, h10, Matrix.mul_apply, Fin.sum_univ_two] at this
    · refine ⟨(0, 1), fun hc => ?_⟩
      have := congrFun (congrFun hc 0) 1
      norm_num [pauli, h10, Matrix.mul_apply, Fin.sum_univ_two] at this
    · refine ⟨(1, 0), fun hc => ?_⟩
      have := congrFun (congrFun hc 0) 0
      norm_num [pauli, h10, Matrix.mul_apply, Fin.sum_univ_two] at this

end

end BandSticking
```

```lean
#print axioms BandSticking.linearIndependent_and_card_le
-- 'BandSticking.linearIndependent_and_card_le' depends on axioms: [propext, Classical.choice, Quot.sound]
#print axioms BandSticking.card_le_degeneracy_sq
-- 'BandSticking.card_le_degeneracy_sq' depends on axioms: [propext, Classical.choice, Quot.sound]
```

## How the lemmas follow the calculation

`exists_commutation_factor` constructs $\omega$ as `c' / c`. In `trace_eq_zero`, `e1` and `e2` evaluate the trace of the conjugated operator in two ways, and their difference is $(\omega-1)\operatorname{tr}D_g=0$.

`linearIndependent_of_trace` works with any cyclic linear functional `τ` that is non-zero on the identity. There `hk` shows that the trace belonging to $k$ is non-zero, `hoff` removes the others, and `hs` is the traced linear combination. `linearIndependent_and_card_le` applies this to matrices and `card_le_finrank_sq` to operators on a finite-dimensional space; both finish by counting dimensions.

`card_le_finrank_sq_of_invariant` defines the restrictions `T`. It transfers injectivity, composition and noncommutation in `hiT`, `hmT` and `hnT`, the last by means of one non-zero vector. `card_le_degeneracy_sq` then only has to show that the eigenspace is invariant.

Finally, `pauli_witness` checks, entry by entry, that $X^aZ^b$ with $a,b\in\{0,1\}$ meets the conditions on $D$. Here $|A|=4=2^2$, so the bound on the matrix size is attained.
